# Exponential Cost of Random Restarts for Independent, Equally Fallible Sites

How many starts should be budgeted for a DFT+U search over random initial occupation matrices? The self-consistency cycle can settle in metastable solutions in which some d or f shells carry the wrong orbital occupation, so the calculation is repeated from several random starts and the lowest energy is kept. The estimate below sets a minimum for that budget, in a model where the sites reach their correct occupations independently of one another.

Let M be the number of correlated sites, and let p be the probability that a given site ends a random start in its correct occupation. Physically, p is the share of random initial conditions that the self-consistency cycle carries to the right local solution. Suppose that sites are independent within a start and that starts are independent of each other. If k starts find the all-correct state at least once with probability at least 1/2, then p^M > 0 and

k ≥ p^(−M)/2.

For fixed p strictly between 0 and 1, this minimum grows exponentially with M. At p = 1/2, ten sites require at least 512 starts and twenty sites at least 524288. Raising p to 0.9 brings the bound for twenty sites down to about 4.1. By the exact formula derived below, six starts are then enough for an even chance, so for twenty sites this better initial guess saves more than half a million starts.

## From one start to k starts

Let the sites have possibly different probabilities p_i, each between 0 and 1. The outcome of a start is a pattern s that records for each site i whether it is correct. By independence its probability is

w(s) = ∏_i (p_i if site i is correct, 1 − p_i otherwise).

Summing over all patterns means summing over the two outcomes of each site separately, so the sum factorises:

Σ_s w(s) = ∏_i (p_i + (1 − p_i)) = 1.

The all-correct pattern has probability

q = ∏_i p_i,

and one start therefore misses it with probability 1 − q. All k starts miss it with probability (1 − q)^k, so the probability P_k of at least one success is

P_k = 1 − (1 − q)^k.

Bernoulli's inequality, (1 − q)^k ≥ 1 − kq, turns this into a linear bound. It holds with equality at k = 0. If it holds for k, multiplying by 1 − q ≥ 0 gives

(1 − q)^(k+1) ≥ (1 − kq)(1 − q) = 1 − (k+1)q + kq² ≥ 1 − (k+1)q.

Hence

P_k ≤ kq.

Now demand a confidence c > 0, that is, c ≤ P_k. Then c ≤ kq, which excludes q = 0, and division by q gives k ≥ c/q. Equal sites have q = p^M, and c = 1/2 gives the claim.

The constant 1/2 is the best possible for a bound of this form. For any M ≥ 1, take p = 2^(−1/M), so that p^M = 1/2. One start then succeeds with probability exactly 1/2, and the bound equals 1.

The linear bound also settles what happens when the budget grows with the system. If n(M) starts are made for M sites, with n(M) ≤ C·M^d for fixed C and d, then

0 ≤ P_n(M) ≤ n(M)·p^M ≤ C·M^d·p^M.

For 0 < p < 1 the ratio of successive values of M^d·p^M tends to p, which is below 1, so the right-hand side tends to zero. For p = 0 it vanishes from M = 1 on. A number of restarts proportional to the number of sites, or to any fixed power of it, eventually fails almost always.

A neighbouring estimate, derived here by hand only, follows from the same formula for P_k. Since 1 − q ≤ e^(−q),

(1 − q)^k ≤ e^(−kq),

and the right-hand side is at most 1/2 once kq ≥ ln 2. For q > 0, any k ≥ (ln 2)/q is therefore enough for an even chance. The lower bound 0.5/q thus has the right scaling, and its prefactor is low by at most a factor of about 1.39, apart from rounding up to a whole number of starts.

## Patterns, runs and their weights in Lean

The sites are the elements of a finite type `ι`, and the site probabilities are a function `p : ι → ℝ`.

```lean
import Mathlib

open Filter Topology

namespace MetastableOccupations

noncomputable section

variable {ι : Type*} [Fintype ι] [DecidableEq ι]
```

A pattern is a function `ι → Bool`, with `true` for a correct site. This keeps only the verdict on each site: the occupation matrix, the energy and the functional do not appear.

```lean
/-- The pattern in which every site has reached its correct occupation
(`true` means correct). -/
def allCorrect (ι : Type*) : ι → Bool := fun _ => true
```

The weight of a pattern is the product w(s) from above. Independence between sites enters here as an assumption. In a real solid, exchange, charge transfer and symmetry can couple the sites, and the product form is then an approximation.

```lean
/-- Probability that one random start ends in the pattern `s`, when site `i` is correct
with probability `p i` independently of the other sites. -/
def startWeight (p : ι → ℝ) (s : ι → Bool) : ℝ :=
  ∏ i, if s i = true then p i else 1 - p i
```

A second weight agrees with the first except that the all-correct pattern receives zero. Its total is the probability that one start misses.

```lean
/-- The weight of the pattern `s` in one start, with the all-correct pattern removed. -/
def missWeight (p : ι → ℝ) (s : ι → Bool) : ℝ :=
  if s = allCorrect ι then 0 else startWeight p s
```

A run `ω` assigns a pattern to each start `a` in `Fin k`. Its weight is again a product, which expresses that the starts are independent and identically distributed. A strategy that uses earlier results to choose the next start lies outside this model.

```lean
/-- Probability of the sequence of patterns `ω` in `k` independent random starts. -/
def runWeight (p : ι → ℝ) {k : ℕ} (ω : Fin k → ι → Bool) : ℝ :=
  ∏ a, startWeight p (ω a)
```

The success probability is the total weight of the runs in which some start is all-correct. The closed formula for P_k is thus a theorem about this sum and not its definition. Success means that the state was visited; recognising it, for instance by its energy, is a separate matter.

```lean
/-- Probability that at least one of `k` independent starts ends in the all-correct state. -/
def successProb (p : ι → ℝ) (k : ℕ) : ℝ :=
  ∑ ω : Fin k → ι → Bool, if (∃ a, ω a = allCorrect ι) then runWeight p ω else 0
```

## The exact success probability

Both uses of independence rest on one identity, which exchanges a sum over functions with a product of sums. It is applied once with sites as factors and later with starts as factors.

```lean
/-- A sum over joint outcomes of a product of single factors is the product of the single sums. -/
theorem sum_prod_factorises {α β : Type*} [Fintype α] [DecidableEq α] [Fintype β]
    (f : α → β → ℝ) : ∑ x : α → β, ∏ a, f a (x a) = ∏ a, ∑ b, f a b := by
  rw [Finset.prod_univ_sum, Fintype.piFinset_univ]
```

With sites as factors, each factor is p_i + (1 − p_i), and `simp` evaluates the product to 1.

```lean
/-- The probabilities of all occupation patterns of one start sum to one. -/
theorem sum_startWeight (p : ι → ℝ) : ∑ s : ι → Bool, startWeight p s = 1 := by
  unfold startWeight
  rw [sum_prod_factorises (fun i (b : Bool) => if b = true then p i else 1 - p i)]
  simp
```

For the probability of a miss, the proof writes `missWeight` as `startWeight` minus a term that equals ∏ p_i on the all-correct pattern and zero elsewhere. The case split `by_cases` checks this pattern by pattern. Summation then gives 1 minus the single surviving term, which is 1 − q.

```lean
/-- One start misses the all-correct state with probability `1 - ∏ p i`. -/
theorem sum_missWeight (p : ι → ℝ) :
    ∑ s : ι → Bool, missWeight p s = 1 - ∏ i, p i := by
  have h : ∀ s : ι → Bool, missWeight p s
      = startWeight p s - (if s = allCorrect ι then ∏ i, p i else 0) := by
    intro s
    by_cases hs : s = allCorrect ι
    · have hall : startWeight p s = ∏ i, p i := by
        rw [hs]
        simp [startWeight, allCorrect]
      rw [if_pos hs, hall, sub_self]
      simp [missWeight, hs]
    · rw [if_neg hs, sub_zero]
      simp [missWeight, hs]
  have hone : ∑ s : ι → Bool, (if s = allCorrect ι then ∏ i, p i else 0)
      = ∏ i, p i := by
    simp
  rw [Finset.sum_congr rfl (fun s _ => h s), Finset.sum_sub_distrib, sum_startWeight, hone]
```

The step to k starts has the same structure. For each run, the contribution to the success probability equals the weight of the run minus the product of its miss weights. If some start `b` is all-correct, that product contains a zero factor and the full weight remains. If none is, the miss weights equal the ordinary weights and the difference is zero. Summing over runs, `htotal` gives 1 and `hfail` gives (1 − q)^k.

```lean
/-- The probability that `k` starts find the all-correct state at least once is
`1 - (1 - ∏ p i) ^ k`. -/
theorem successProb_eq (p : ι → ℝ) (k : ℕ) :
    successProb p k = 1 - (1 - ∏ i, p i) ^ k := by
  -- a run succeeds unless every one of its starts misses
  have h : ∀ ω : Fin k → ι → Bool,
      (if (∃ a, ω a = allCorrect ι) then runWeight p ω else 0)
      = runWeight p ω - ∏ a, missWeight p (ω a) := by
    intro ω
    by_cases hω : ∃ a, ω a = allCorrect ι
    · have hz : ∏ a, missWeight p (ω a) = 0 := by
        obtain ⟨b, hb⟩ := hω
        have hb0 : missWeight p (ω b) = 0 := by simp [missWeight, hb]
        exact Finset.prod_eq_zero (Finset.mem_univ b) hb0
      rw [if_pos hω, hz, sub_zero]
    · have he : ∏ a, missWeight p (ω a) = runWeight p ω := by
        unfold runWeight
        refine Finset.prod_congr rfl (fun a _ => ?_)
        have hne : ω a ≠ allCorrect ι := fun e => hω ⟨a, e⟩
        simp [missWeight, hne]
      rw [if_neg hω, he, sub_self]
  have htotal : ∑ ω : Fin k → ι → Bool, runWeight p ω = 1 := by
    unfold runWeight
    rw [sum_prod_factorises (fun (_ : Fin k) (s : ι → Bool) => startWeight p s),
      sum_startWeight, Finset.prod_const_one]
  -- the starts are independent, so the probabilities of missing multiply
  have hfail : ∑ ω : Fin k → ι → Bool, ∏ a, missWeight p (ω a)
      = (1 - ∏ i, p i) ^ k := by
    rw [sum_prod_factorises (fun (_ : Fin k) (s : ι → Bool) => missWeight p s),
      sum_missWeight, Finset.prod_const, Finset.card_univ, Fintype.card_fin]
  unfold successProb
  rw [Finset.sum_congr rfl (fun ω _ => h ω), Finset.sum_sub_distrib, htotal, hfail]
```

This identity holds for arbitrary real numbers `p i`. The condition that they lie between 0 and 1, which makes the weights probabilities, enters with the inequalities that follow.

## Lower bounds on the number of starts

The linear bound P_k ≤ kq uses Mathlib's form of Bernoulli's inequality, `one_add_mul_le_pow`, with −q as the increment. `Finset.prod_le_one` supplies q ≤ 1 from the bounds on the individual sites.

```lean
/-- For site probabilities between 0 and 1, the success probability of `k` starts is at most `k`
times `∏ i, p i`. -/
theorem successProb_le (p : ι → ℝ) (h0 : ∀ i, 0 ≤ p i) (h1 : ∀ i, p i ≤ 1) (k : ℕ) :
    successProb p k ≤ k * ∏ i, p i := by
  -- Bernoulli's inequality for the probability of missing every time
  have bernoulli : ∀ q : ℝ, q ≤ 1 → 1 - (1 - q) ^ k ≤ k * q := by
    intro q hq
    have hq2 : (-2 : ℝ) ≤ -q := by linarith
    have hb : 1 + (k : ℝ) * (-q) ≤ (1 - q) ^ k := by
      simpa only [sub_eq_add_neg] using one_add_mul_le_pow hq2 k
    linarith
  rw [successProb_eq]
  exact bernoulli _ (Finset.prod_le_one (fun i _ => h0 i) (fun i _ => h1 i))
```

The general theorem allows unequal sites and any confidence c > 0. Its proof chains c ≤ P_k ≤ kq, rules out q = 0 because that would give c ≤ 0, and divides by q.

```lean
/-- Sites with individual probabilities `p i` between 0 and 1: if `k` starts succeed with
probability at least `c > 0`, then `∏ p i` is positive and `k` is at least `c / ∏ p i`. -/
theorem restarts_ge_of_confidence (p : ι → ℝ) (h0 : ∀ i, 0 ≤ p i) (h1 : ∀ i, p i ≤ 1)
    (k : ℕ) {c : ℝ} (hc : 0 < c) (h : c ≤ successProb p k) :
    0 < ∏ i, p i ∧ c / ∏ i, p i ≤ k := by
  have hle := h.trans (successProb_le p h0 h1 k)
  have hq : 0 < ∏ i, p i := by
    refine lt_of_le_of_ne (Finset.prod_nonneg (fun i _ => h0 i)) (fun e => ?_)
    rw [← e, mul_zero] at hle
    exact absurd hc (not_lt_of_ge hle)
  exact ⟨hq, (div_le_iff₀ hq).mpr hle⟩
```

The main theorem takes `Fin M` as the set of sites, a constant function as the site probabilities, and c = 1/2. In words: for natural numbers M and k and a real p with 0 ≤ p ≤ 1, if the success probability of k starts is at least 1/2, then p^M is positive and k, read as a real number, is at least `(p ^ M)⁻¹ / 2`. Positivity is part of the conclusion because Lean sets the inverse of zero to zero, which would make the inequality empty for p = 0 and M ≥ 1; as stated, the theorem says that no number of starts reaches an even chance in that case.

```lean
/-- Each of `M` sites is correct with probability `p` between 0 and 1. If `k` independent
starts find the all-correct state at least once with probability at least 1/2, then `p ^ M`
is positive and `k` is at least `p ^ (-M) / 2`. -/
theorem blind_restarts_exponential_cost (M k : ℕ) {p : ℝ} (h0 : 0 ≤ p) (h1 : p ≤ 1)
    (h : 1 / 2 ≤ successProb (fun _ : Fin M => p) k) :
    0 < p ^ M ∧ (p ^ M)⁻¹ / 2 ≤ k := by
  have hmain := restarts_ge_of_confidence (fun _ : Fin M => p) (fun _ => h0) (fun _ => h1)
    k (by norm_num : (0 : ℝ) < 1 / 2) h
  rw [Finset.prod_const, Finset.card_univ, Fintype.card_fin] at hmain
  have e : ∀ x : ℝ, x⁻¹ / 2 = 1 / 2 / x := fun x => by ring
  rw [e]
  exact hmain
```

The endpoint p = 1 is allowed. The bound is then 1/2 for every M, so exponential growth needs p < 1. With no sites at all, p^0 = 1 and the bound is again 1/2, which a single start satisfies.

## Sharpness and polynomial budgets

The next theorem records the case p^M = 1/2. Here p is to be read as a probability, with 0 ≤ p ≤ 1, although the algebra does not need this condition. Its first half evaluates the exact formula at k = 1, and its second half evaluates the bound.

```lean
/-- If `p ^ M = 1/2`, a single start succeeds with probability exactly 1/2, and the lower
bound `p ^ (-M) / 2` on the number of starts equals one. -/
theorem restart_bound_attained (M : ℕ) {p : ℝ} (hp : p ^ M = 1 / 2) :
    successProb (fun _ : Fin M => p) 1 = 1 / 2 ∧ (p ^ M)⁻¹ / 2 = 1 := by
  constructor
  · rw [successProb_eq, Finset.prod_const, Finset.card_univ, Fintype.card_fin, hp]
    norm_num
  · rw [hp]
    norm_num
```

The last theorem treats a sequence of systems of growing size with the same p, where 0 ≤ p < 1. The function `n` gives the number of starts for each M, and `hn` bounds it by C·M^d. The conclusion is that the success probability tends to zero. The lemma `squeeze_zero` traps it between zero and C·M^d·p^M: the first bullet obtains non-negativity from the exact formula, and the second combines the linear bound with `hn`. The limit of M^d·p^M comes from `tendsto_pow_const_mul_const_pow_of_abs_lt_one`.

```lean
/-- For `0 ≤ p < 1`, if the number of starts `n M` is bounded by a polynomial `C * M ^ d` in
the number of sites, the probability of finding the all-correct state tends to zero as `M`
grows. -/
theorem polynomial_restarts_fail {p : ℝ} (h0 : 0 ≤ p) (h1 : p < 1) (n : ℕ → ℕ) (C : ℝ)
    (d : ℕ) (hn : ∀ M, (n M : ℝ) ≤ C * (M : ℝ) ^ d) :
    Tendsto (fun M : ℕ => successProb (fun _ : Fin M => p) (n M)) atTop (𝓝 0) := by
  have habs : |p| < 1 := by rwa [abs_of_nonneg h0]
  -- exponential decay of `p ^ M` beats every power of `M`
  have hlim := (tendsto_pow_const_mul_const_pow_of_abs_lt_one d habs).const_mul C
  rw [mul_zero] at hlim
  refine squeeze_zero (fun M => ?_) (fun M => ?_) hlim
  · rw [successProb_eq, Finset.prod_const, Finset.card_univ, Fintype.card_fin]
    have hq0 : 0 ≤ p ^ M := pow_nonneg h0 M
    have hq1 : p ^ M ≤ 1 := pow_le_one₀ h0 h1.le
    exact sub_nonneg.mpr (pow_le_one₀ (sub_nonneg.mpr hq1) (sub_le_self 1 hq0))
  · have hle := successProb_le (fun _ : Fin M => p) (fun _ => h0) (fun _ => h1.le) (n M)
    rw [Finset.prod_const, Finset.card_univ, Fintype.card_fin] at hle
    have hmul := mul_le_mul_of_nonneg_right (hn M) (pow_nonneg h0 M)
    exact hle.trans (hmul.trans_eq (mul_assoc _ _ _))

end

end MetastableOccupations
```

```lean
#print axioms MetastableOccupations.blind_restarts_exponential_cost
-- 'MetastableOccupations.blind_restarts_exponential_cost' depends on axioms: [propext, Classical.choice, Quot.sound]
#print axioms MetastableOccupations.restart_bound_attained
-- 'MetastableOccupations.restart_bound_attained' depends on axioms: [propext, Classical.choice, Quot.sound]
#print axioms MetastableOccupations.polynomial_restarts_fail
-- 'MetastableOccupations.polynomial_restarts_fail' depends on axioms: [propext, Classical.choice, Quot.sound]
```

Keeping p fixed as M grows is a physical assumption about the sequence of systems: each added site must be as hard to get right as the earlier ones. If the initial guess improves with system size so that p approaches 1, the general bound c/∏ p_i still applies, but it need not grow exponentially.
